# For a positive definite amplitude matrix, uncoupled pair energies plus first-order coupling bound the second-order energy from above

If the coupling between electron pairs is dropped from the equations of a local second-order correlation method, each pair can be solved separately, but the error of the resulting energy has no definite sign. Take two identical pairs with one amplitude each, unit energy denominators, unit driving terms and a coupling $b$ with $-1<b<1$. The uncoupled energy is $-2$ and the coupled one is $-2/(1+b)$. The uncoupled value is therefore too low for $b>0$ and too high for $b<0$, and cannot serve as a bound in either direction.

Adding the coupling energy to first order, evaluated with the uncoupled amplitudes, gives the error a sign. The sum is never below the coupled energy, provided that the full amplitude matrix is positive definite.

## Amplitude equations and energies

Collect all pair amplitudes in one real vector $x$ with a finite index set, and let $k$ be the vector of integrals that drives them. The amplitude equations are $Ax=-k$ with $A=D+B$, where $D$ describes the uncoupled pairs and $B$ the coupling between them. In local second-order Møller–Plesset theory, $B$ would hold the terms with off-diagonal Fock elements between localised occupied orbitals. Write $\langle x,y\rangle$ for the real scalar product and $|x|^2=\langle x,x\rangle$.

In Lean 4 with Mathlib:

```lean
import Mathlib

open Matrix

namespace LocalCorrelationBound

noncomputable section

variable {n : Type*} [Fintype n] [DecidableEq n]
```

In the code the index set is the type `n`, a vector is a function `n → ℝ`, `⬝ᵥ` is the scalar product and `*ᵥ` applies a matrix to a vector. Spin factors are taken to be absorbed in the matrices and in $k$. No block structure is imposed on $D$, so the results hold for any splitting of $A$ that meets their hypotheses.

The second-order energy belonging to $A$ is

$$E_A=-\langle k,A^{-1}k\rangle .$$

```lean
/-- The second-order correlation energy `-⟨k, A⁻¹ k⟩` for an invertible amplitude matrix `A` and a
driving vector `k`. -/
def corrEnergy (A : Matrix n n ℝ) (k : n → ℝ) : ℝ := -(k ⬝ᵥ A⁻¹ *ᵥ k)
```

The same function with $D$ in place of $A$ gives the uncoupled energy $E_D$. The amplitudes of the uncoupled pairs are $t=-D^{-1}k$.

```lean
/-- The amplitudes `t = -D⁻¹ k` of uncoupled pairs, for an invertible matrix `D`. -/
def uncoupledAmp (D : Matrix n n ℝ) (k : n → ℝ) : n → ℝ := -(D⁻¹ *ᵥ k)
```

For trial amplitudes $x$, the Hylleraas functional is

$$J(x)=\langle x,Ax\rangle+2\langle k,x\rangle .$$

```lean
/-- The Hylleraas functional `⟨x, A x⟩ + 2 ⟨k, x⟩` of trial amplitudes `x`. -/
def hylleraas (A : Matrix n n ℝ) (k x : n → ℝ) : ℝ := x ⬝ᵥ A *ᵥ x + 2 * (k ⬝ᵥ x)
```

The first-order energy is the uncoupled energy plus the coupling evaluated at $t$:

$$E_1=E_D+\langle t,Bt\rangle .$$

```lean
/-- The uncoupled energy plus the first-order coupling `⟨t, B t⟩` between pairs, with `t` the
uncoupled amplitudes, for an invertible matrix `D`. -/
def firstOrderEnergy (D B : Matrix n n ℝ) (k : n → ℝ) : ℝ :=
  corrEnergy D k + uncoupledAmp D k ⬝ᵥ B *ᵥ uncoupledAmp D k
```

"First-order" counts powers of $B$. In the Møller–Plesset series, all these energies are of second order in the fluctuation potential, the electron repulsion minus its mean field. In the theorem name `uncoupled_below_exact`, "exact" refers to the full solution of the coupled linear equations; $E_A$ is not the exact energy of the molecule.

## The energy from solved amplitudes

A program solves $Ax=-k$ and contracts the result with $k$. That gives the energy defined above: multiplying by $A^{-1}$ yields $x=-A^{-1}k$, hence $\langle k,x\rangle=-\langle k,A^{-1}k\rangle=E_A$.

```lean
/-- If `A` is invertible and the amplitudes `x` solve `A x = -k`, the correlation energy
is `⟨k, x⟩`. -/
theorem corrEnergy_of_solution {A : Matrix n n ℝ} (hA : IsUnit A.det) {k x : n → ℝ}
    (hx : A *ᵥ x = -k) : corrEnergy A k = k ⬝ᵥ x := by
  have h : x = -(A⁻¹ *ᵥ k) := by
    rw [← Matrix.mulVec_neg, ← hx, Matrix.mulVec_mulVec, Matrix.nonsing_inv_mul A hA,
      Matrix.one_mulVec]
  rw [h, dotProduct_neg, corrEnergy]
```

The hypothesis `IsUnit A.det` says that $A$ is invertible. The intermediate statement `h` is $x=-A^{-1}k$, and the last line inserts it into the scalar product.

## Completing the square

Let $r=Ax+k$ be the residual of trial amplitudes $x$. Then $A^{-1}r=x+A^{-1}k$, and

$$\langle r,A^{-1}r\rangle=\langle Ax,x\rangle+\langle Ax,A^{-1}k\rangle+\langle k,x\rangle+\langle k,A^{-1}k\rangle .$$

For symmetric $A$ the second term is $\langle x,AA^{-1}k\rangle=\langle k,x\rangle$. The first three terms then add up to $J(x)$ and the last is $-E_A$, so

$$J(x)=E_A+\langle r,A^{-1}r\rangle .$$

```lean
/-- For symmetric invertible `A`, the Hylleraas functional exceeds the correlation energy by
`⟨r, A⁻¹ r⟩`, where `r = A x + k` is the residual of the amplitude equations. -/
theorem hylleraas_eq {A : Matrix n n ℝ} (hS : A.IsSymm) (hA : IsUnit A.det) (k x : n → ℝ) :
    hylleraas A k x = corrEnergy A k + (A *ᵥ x + k) ⬝ᵥ A⁻¹ *ᵥ (A *ᵥ x + k) := by
  have h1 : A⁻¹ *ᵥ (A *ᵥ x + k) = x + A⁻¹ *ᵥ k := by
    rw [Matrix.mulVec_add, Matrix.mulVec_mulVec, Matrix.nonsing_inv_mul A hA,
      Matrix.one_mulVec]
  -- symmetry moves `A` to the other side of the inner product
  have h2 : (A *ᵥ x) ⬝ᵥ (A⁻¹ *ᵥ k) = k ⬝ᵥ x := by
    have h3 : x ᵥ* A = A *ᵥ x := by
      rw [← Matrix.vecMul_transpose, hS.eq]
    rw [← h3, ← Matrix.dotProduct_mulVec, Matrix.mulVec_mulVec,
      Matrix.mul_nonsing_inv A hA, Matrix.one_mulVec, dotProduct_comm]
  rw [h1, add_dotProduct, dotProduct_add, dotProduct_add, h2, hylleraas, corrEnergy,
    dotProduct_comm (A *ᵥ x) x]
  ring
```

Here `h1` is the formula for $A^{-1}r$ and `h2` is the step that uses symmetry. The final rewriting expands the scalar product into the four terms above, and `ring` collects them. Positivity has not been used yet.

## The functional at the uncoupled amplitudes

The uncoupled amplitudes solve their own equations, since $Dt=-DD^{-1}k=-k$.

```lean
/-- For invertible `D`, the uncoupled amplitudes `t` solve `D t = -k`. -/
theorem uncoupledAmp_solves {D : Matrix n n ℝ} (hD : IsUnit D.det) (k : n → ℝ) :
    D *ᵥ uncoupledAmp D k = -k := by
  rw [uncoupledAmp, Matrix.mulVec_neg, Matrix.mulVec_mulVec, Matrix.mul_nonsing_inv D hD,
    Matrix.one_mulVec]
```

Inserting $t$ into the functional of the coupled problem gives

$$J(t)=\langle t,Dt\rangle+\langle t,Bt\rangle+2\langle k,t\rangle=-\langle t,k\rangle+\langle t,Bt\rangle+2\langle k,t\rangle=\langle k,t\rangle+\langle t,Bt\rangle .$$

By the lemma on solved amplitudes, applied to $D$, the term $\langle k,t\rangle$ is $E_D$. Hence $J(t)=E_1$.

```lean
/-- For invertible `D`, the Hylleraas functional of the coupled problem, taken at the uncoupled
amplitudes, is the first-order energy. -/
theorem hylleraas_uncoupledAmp {D : Matrix n n ℝ} (hD : IsUnit D.det) (B : Matrix n n ℝ)
    (k : n → ℝ) : hylleraas (D + B) k (uncoupledAmp D k) = firstOrderEnergy D B k := by
  have ht := uncoupledAmp_solves hD k
  rw [firstOrderEnergy, corrEnergy_of_solution hD ht, hylleraas, Matrix.add_mulVec, ht,
    dotProduct_add, dotProduct_neg, dotProduct_comm (uncoupledAmp D k) k]
  ring
```

The proof replaces $E_D$ by $\langle k,t\rangle$, splits $(D+B)t$ and uses $Dt=-k$, as in the displayed line.

## The error as a quadratic form

The residual of $t$ in the coupled equations is $(D+B)t+k=Bt$, because $Dt$ cancels $k$. Completing the square at $x=t$ therefore gives $E_1=E_A+\langle Bt,A^{-1}Bt\rangle$, or

$$E_A=-\langle k,D^{-1}k\rangle+\langle t,Bt\rangle-\langle Bt,A^{-1}Bt\rangle .$$

```lean
/-- For invertible `D` and symmetric invertible `D + B`, the coupled energy is the first-order
energy minus `⟨B t, (D + B)⁻¹ B t⟩`, with `t` the uncoupled amplitudes. -/
theorem corrEnergy_decomposition {D B : Matrix n n ℝ} (hD : IsUnit D.det)
    (hS : (D + B).IsSymm) (hA : IsUnit (D + B).det) (k : n → ℝ) :
    corrEnergy (D + B) k = firstOrderEnergy D B k
      - (B *ᵥ uncoupledAmp D k) ⬝ᵥ (D + B)⁻¹ *ᵥ (B *ᵥ uncoupledAmp D k) := by
  -- the residual of the uncoupled amplitudes is `B t`
  have hr : (D + B) *ᵥ uncoupledAmp D k + k = B *ᵥ uncoupledAmp D k := by
    rw [Matrix.add_mulVec, uncoupledAmp_solves hD k]
    abel
  have h := hylleraas_eq hS hA k (uncoupledAmp D k)
  rw [hr, hylleraas_uncoupledAmp hD] at h
  linarith
```

This identity asks for an invertible $D$ and a symmetric invertible $D+B$. A positive definite $D$ is a special case. The statement `hr` identifies the residual, and `linarith` rearranges the equation for $J(t)$.

## The upper bound and when it is attained

If $A$ is positive definite, so is $A^{-1}$. Then $\langle Bt,A^{-1}Bt\rangle$ is zero for $Bt=0$ and strictly positive otherwise. It follows that $E_A\le E_1$, with equality exactly when $Bt=0$.

```lean
/-- For invertible `D` and positive definite `D + B`, the first-order energy is an upper bound to
the coupled energy, and the two are equal exactly when `B t = 0`, with `t` the uncoupled amplitudes.
-/
theorem corrEnergy_le_firstOrderEnergy {D B : Matrix n n ℝ} (hD : IsUnit D.det)
    (hA : (D + B).PosDef) (k : n → ℝ) :
    corrEnergy (D + B) k ≤ firstOrderEnergy D B k ∧
      (corrEnergy (D + B) k = firstOrderEnergy D B k ↔ B *ᵥ uncoupledAmp D k = 0) := by
  have hS : (D + B).IsSymm :=
    (conjTranspose_eq_transpose_of_trivial (D + B)).symm.trans hA.isHermitian.eq
  have h := corrEnergy_decomposition hD hS hA.det_pos.ne'.isUnit k
  by_cases h0 : B *ᵥ uncoupledAmp D k = 0
  · rw [h0, zero_dotProduct, sub_zero] at h
    exact ⟨h.le, fun _ => h0, fun _ => h⟩
  · -- a nonzero residual costs a strictly positive energy
    have hp := hA.inv.dotProduct_mulVec_pos h0
    rw [star_trivial] at hp
    exact ⟨by linarith, fun he => by linarith, fun hz => absurd hz h0⟩
```

The hypothesis `(D + B).PosDef` contains the symmetry of $A$ and implies its invertibility; both are extracted before the identity is applied. The proof then treats $Bt=0$ and $Bt\ne0$ separately, as above.

Positive definiteness stands for a gap between occupied and virtual levels. For real canonical spin orbitals, with one amplitude for each distinct double excitation, the second-order amplitude matrix is diagonal. Its eigenvalues are sums of two virtual orbital energies minus two occupied ones, and these are positive when every virtual level lies above every occupied one. Separate orthogonal rotations of the occupied and of the virtual orbitals, as in a localisation, can couple the pairs but leave the eigenvalues unchanged. The theorem takes this condition as given and does not derive it from a Fock operator.

For local correlation methods with real amplitudes and linear, finite-dimensional amplitude equations whose matrix is positive definite, the result means that $E_1$ cannot lie below the second-order energy $E_A$. If $E_1\le0$, its magnitude is then at most that of $E_A$. For strong coupling $E_1$ can be positive, and its magnitude can be the larger one: three pairs with unit energy denominators, unit driving terms and mutual couplings $0.9$ have $E_1=2.4$ and $E_A\approx-1.07$. The result does not compare $E_A$ with the full correlation energy.

## A lower bound from the gap

Suppose that $\langle x,Ax\rangle\ge m|x|^2$ for all $x$, with some $m>0$. The number $m$ is a lower bound to the eigenvalues of $A$; in the orthonormal setting just described, twice the gap between the highest occupied and the lowest virtual level will do.

Put $r=Bt$ and $y=A^{-1}r$. The assumption applied to $y$ gives $m|y|^2\le\langle y,Ay\rangle=\langle r,y\rangle$. Therefore

$$0\le|r-my|^2=|r|^2-2m\langle r,y\rangle+m^2|y|^2\le|r|^2-m\langle r,y\rangle ,$$

so $\langle r,A^{-1}r\rangle\le|r|^2/m$. Together with the identity for the error this yields

$$E_1-\frac{|Bt|^2}{m}\le E_A .$$

```lean
/-- If `D` is invertible, `D + B` is positive definite and `⟨x, (D + B) x⟩ ≥ m ⟨x, x⟩` for all `x`
with some `m > 0`, the coupled energy lies at most `⟨B t, B t⟩ / m` below the first-order energy,
with `t` the uncoupled amplitudes. -/
theorem firstOrderEnergy_sub_le {D B : Matrix n n ℝ} (hD : IsUnit D.det)
    (hA : (D + B).PosDef) {m : ℝ} (hm : 0 < m)
    (hgap : ∀ x : n → ℝ, m * (x ⬝ᵥ x) ≤ x ⬝ᵥ (D + B) *ᵥ x) (k : n → ℝ) :
    firstOrderEnergy D B k
      - (B *ᵥ uncoupledAmp D k) ⬝ᵥ (B *ᵥ uncoupledAmp D k) / m ≤ corrEnergy (D + B) k := by
  have hS : (D + B).IsSymm :=
    (conjTranspose_eq_transpose_of_trivial (D + B)).symm.trans hA.isHermitian.eq
  have hU : IsUnit (D + B).det := hA.det_pos.ne'.isUnit
  rw [corrEnergy_decomposition hD hS hU k]
  generalize B *ᵥ uncoupledAmp D k = r
  have h1 := hgap ((D + B)⁻¹ *ᵥ r)
  rw [Matrix.mulVec_mulVec, Matrix.mul_nonsing_inv _ hU, Matrix.one_mulVec] at h1
  generalize (D + B)⁻¹ *ᵥ r = y at h1 ⊢
  -- expand `0 ≤ |r - m y|²`
  have h2 : 0 ≤ (r - m • y) ⬝ᵥ (r - m • y) :=
    Finset.sum_nonneg fun i _ => mul_self_nonneg _
  simp only [sub_dotProduct, dotProduct_sub, smul_dotProduct, dotProduct_smul,
    smul_eq_mul] at h2
  rw [dotProduct_comm y r] at h1 h2
  have h3 : r ⬝ᵥ y ≤ r ⬝ᵥ r / m := by
    rw [le_div_iff₀ hm]
    nlinarith [mul_le_mul_of_nonneg_left h1 hm.le]
  linarith
```

The assumption on $m$ is `hgap`. In the proof, `h1` is the inequality for $y$, `h2` is the expanded square and `h3` is the resulting limit on $\langle r,y\rangle$. With the upper bound, $E_A$ is enclosed in an interval of width $|Bt|^2/m$, whose ends need $t$, $Bt$ and $m$ but no solution of the coupled equations.

## Two coupled pairs

The example from the start has

$$D=\begin{pmatrix}1&0\\0&1\end{pmatrix},\qquad B=\begin{pmatrix}0&b\\b&0\end{pmatrix},\qquad k=\begin{pmatrix}1\\1\end{pmatrix}.$$

With amplitudes numbered $x_0,x_1$, the quadratic form of $A=D+B$ is

$$x_0^2+2b\,x_0x_1+x_1^2=(x_0+bx_1)^2+(1-b)(1+b)\,x_1^2 ,$$

which is positive for $x\neq0$ when $-1<b<1$. The uncoupled amplitudes are $t=(-1,-1)$, so $E_D=-2$ and $\langle t,Bt\rangle=2b$, which gives $E_1=-2+2b$. The coupled equations are solved by $x_0=x_1=-1/(1+b)$, and contraction with $k$ gives $E_A=-2/(1+b)$.

```lean
/-- Two pairs with unit energy denominators, unit driving terms and coupling `b`, `-1 < b < 1`: the
amplitude matrix is positive definite, the uncoupled energy is `-2`, the first-order energy
`-2 + 2b` and the coupled energy `-2 / (1 + b)`. -/
theorem two_pair_model {b : ℝ} (h1 : -1 < b) (h2 : b < 1) :
    (1 + !![0, b; b, 0] : Matrix (Fin 2) (Fin 2) ℝ).PosDef ∧
    corrEnergy (1 : Matrix (Fin 2) (Fin 2) ℝ) ![1, 1] = -2 ∧
    firstOrderEnergy 1 !![0, b; b, 0] ![1, 1] = -2 + 2 * b ∧
    corrEnergy (1 + !![0, b; b, 0]) ![1, 1] = -2 / (1 + b) := by
  have hM : (1 + !![0, b; b, 0] : Matrix (Fin 2) (Fin 2) ℝ) = !![1, b; b, 1] := by
    ext i j
    fin_cases i <;> fin_cases j <;> simp
  have hP : (!![1, b; b, 1] : Matrix (Fin 2) (Fin 2) ℝ).PosDef := by
    rw [Matrix.posDef_iff_dotProduct_mulVec]
    refine ⟨by ext i j; fin_cases i <;> fin_cases j <;> simp, fun x hx => ?_⟩
    -- complete the square in the first amplitude
    have hq : star x ⬝ᵥ !![1, b; b, 1] *ᵥ x
        = (x 0 + b * x 1) ^ 2 + (1 - b) * (1 + b) * x 1 ^ 2 := by
      simp [Matrix.mulVec, dotProduct, Fin.sum_univ_two]
      ring
    rw [hq]
    have hb : 0 < (1 - b) * (1 + b) := mul_pos (by linarith) (by linarith)
    by_cases hx1 : x 1 = 0
    · have hx0 : x 0 ≠ 0 := fun h => hx (by ext i; fin_cases i <;> simp [h, hx1])
      rw [hx1]
      have : 0 < x 0 ^ 2 := by positivity
      linarith
    · have : 0 < x 1 ^ 2 := by positivity
      have := mul_pos hb this
      linarith [sq_nonneg (x 0 + b * x 1)]
  have hE : corrEnergy (1 : Matrix (Fin 2) (Fin 2) ℝ) ![1, 1] = -2 := by
    rw [corrEnergy, inv_one, Matrix.one_mulVec]
    norm_num [dotProduct, Fin.sum_univ_two]
  have ht : uncoupledAmp (1 : Matrix (Fin 2) (Fin 2) ℝ) ![1, 1] = ![-1, -1] := by
    rw [uncoupledAmp, inv_one, Matrix.one_mulVec]
    ext i
    fin_cases i <;> simp
  have hb : 1 + b ≠ 0 := by linarith
  refine ⟨hM ▸ hP, hE, ?_, ?_⟩
  · rw [firstOrderEnergy, hE, ht]
    simp [Matrix.mulVec, dotProduct, Fin.sum_univ_two]
    ring
  · have hx : !![1, b; b, 1] *ᵥ ![-1 / (1 + b), -1 / (1 + b)] = -![1, 1] := by
      ext i
      fin_cases i <;> simp [Matrix.mulVec, dotProduct, Fin.sum_univ_two] <;> field_simp <;> ring
    rw [hM, corrEnergy_of_solution hP.det_pos.ne'.isUnit hx]
    simp only [dotProduct, Fin.sum_univ_two, Matrix.cons_val_zero, Matrix.cons_val_one]
    ring
```

The four parts of the statement are positive definiteness and the three energies. In the proof, `hP` uses the completed square, `ht` gives the uncoupled amplitudes and `hx` verifies the coupled solution, from which the lemma on solved amplitudes yields the energy without an explicit inverse.

Subtracting the two energies gives the error of the first-order value, $E_1-E_A=2b^2/(1+b)$. It vanishes quadratically in the limit $b\to0$. In the limit $b\to-1$ the lowest eigenvalue $1+b$ of $A$ goes to zero and the error grows without limit: $E_1$ tends to $-4$ while $E_A$ falls to $-\infty$. The upper bound still holds there, but says little about the energy.

For $0<b<1$, multiplying by $1+b>0$ turns $-2<-2/(1+b)$ into $-2-2b<-2$, which is true. Without the coupling term, the uncoupled energy lies strictly below the coupled one.

```lean
/-- For two pairs with unit energy denominators, unit driving terms and coupling `0 < b < 1`, the
uncoupled energy alone lies strictly below the coupled energy. -/
theorem uncoupled_below_exact {b : ℝ} (h1 : 0 < b) (h2 : b < 1) :
    corrEnergy (1 : Matrix (Fin 2) (Fin 2) ℝ) ![1, 1]
      < corrEnergy (1 + !![0, b; b, 0]) ![1, 1] := by
  obtain ⟨-, h3, -, h4⟩ := two_pair_model (by linarith : -1 < b) h2
  rw [h3, h4, lt_div_iff₀ (by linarith)]
  linarith

end

end LocalCorrelationBound
```

The proof takes the two energies from the preceding theorem and clears the denominator in the same way.

```lean
#print axioms LocalCorrelationBound.corrEnergy_le_firstOrderEnergy
#print axioms LocalCorrelationBound.firstOrderEnergy_sub_le
#print axioms LocalCorrelationBound.uncoupled_below_exact
```

```
'LocalCorrelationBound.corrEnergy_le_firstOrderEnergy' depends on axioms: [propext, Classical.choice, Quot.sound]
'LocalCorrelationBound.firstOrderEnergy_sub_le' depends on axioms: [propext, Classical.choice, Quot.sound]
'LocalCorrelationBound.uncoupled_below_exact' depends on axioms: [propext, Classical.choice, Quot.sound]
```
